# Methfessel–Paxton smearing entropy of order N ≥ 1 takes negative values and totals zero for a constant density of states

## Can an entropy be negative at some levels and still add up to nothing?

Write $G_m(x)=\dfrac{d^m}{dx^m}e^{-x^2}$, and measure a one-electron level $\varepsilon$ by $x=(\mu-\varepsilon)/\sigma$, with Fermi level $\mu$ and smearing width $\sigma>0$. In Methfessel–Paxton smearing of order $N$, the entropy of a level is a constant times $G_{2N}(x)$. I understand that for $N\ge 1$ this function is negative somewhere, and that its total over all levels vanishes when the density of states is constant. Both should follow from one fact: for $N\ge1$ and $c\neq0$, the function $c\,G_{2N}$ has integral zero over the real line and is strictly negative at some point. I would like to see this proved in full and checked by machine, starting from the smearing kernel and not from the closed form of the entropy.

## Yes, because the entropy is a single even derivative of a Gaussian

The order-$N$ kernel that replaces the delta function is

$$\delta_N(x)=\sum_{n=0}^{N}A_n\,G_{2n}(x),\qquad A_n=\frac{(-1)^n}{n!\,4^n\sqrt\pi}.$$

The entropy of a level, in units of $k_B$ and without a spin factor, and the total for a density of states $D$ are

$$S_N(x)=\int_{-\infty}^{x}(-t)\,\delta_N(t)\,dt,\qquad S_{\rm tot}=\int D(\varepsilon)\,S_N\!\left(\frac{\mu-\varepsilon}{\sigma}\right)d\varepsilon .$$

The factor $-t$ has a physical origin. If the occupation is $f(x)=\int_{-\infty}^x\delta_N$, then $S_N'=-x f'$, which is the condition for the smeared free energy to be stationary with respect to the occupations at fixed electron number.

### From the Gaussian recurrence to a vanishing total

**Recurrence.** Differentiating $e^{-x^2}$ gives $G_1=-2xG_0$. Differentiating again, and repeating, gives

$$G_{m+2}=-2x\,G_{m+1}-2(m+1)\,G_m .$$

Each $G_m$ is therefore a polynomial times $e^{-x^2}$, and any polynomial times $G_m$ is integrable.

**Moments.** For a polynomial $P$, integration by parts has no boundary terms:

$$\int P\,G_{m+1}\,dx=-\int P'\,G_m\,dx .$$

Each step lowers the degree of $P$ by one until the polynomial is zero, so $\int P\,G_m\,dx=0$ whenever $\deg P<m$. Taking $P=c$ and $m=2N$ with $N\ge1$ gives $\int c\,G_{2N}\,dx=0$.

**Negativity.** At the origin the recurrence reads $G_{2k+2}(0)=-2(2k+1)G_{2k}(0)$, and $G_0(0)=1$, so $G_{2N}(0)\ne0$. If $c\,G_{2N}$ were nowhere negative, it would be a continuous nonnegative function that is nonzero at $0$, and its integral would be positive. The integral is zero, so the function is negative somewhere.

**Closed form of the entropy.** The claim is that $-x\,\delta_N=\tfrac12A_N\,G_{2N+1}$. For $N=0$ this is $G_1=-2xG_0$. For the step from $N$ to $N+1$, the recurrence gives

$$-x\,G_{2N+2}=\tfrac12G_{2N+3}+2(N+1)\,G_{2N+1},$$

and hence

$$-x\,\delta_{N+1}=\left[\tfrac12A_N+2(N+1)A_{N+1}\right]G_{2N+1}+\tfrac12A_{N+1}G_{2N+3}.$$

The bracket vanishes because $A_N=-4(N+1)A_{N+1}$. Integrating from $-\infty$, where $G_{2N}$ tends to zero, gives

$$S_N(x)=\tfrac12A_N\,G_{2N}(x).$$

For $N=0$ this is $e^{-x^2}/(2\sqrt\pi)>0$. For $N=1$ it is $(1-2x^2)e^{-x^2}/(4\sqrt\pi)$, which is negative for $|x|>1/\sqrt2$.

**Total.** Substituting $\varepsilon=\mu-\sigma x$,

$$S_{\rm tot}=\frac{\sigma A_N}{2}\int D(\mu-\sigma x)\,G_{2N}(x)\,dx .$$

If $D$ is a polynomial of degree below $2N$, so is $D(\mu-\sigma x)$ as a function of $x$, and the integral vanishes. A constant $D$ qualifies for every $N\ge1$.

### What the Lean theorems say

`gaussDeriv m` is $G_m$, defined as Mathlib's iterated derivative of the Gaussian. `mpCoeff n`, `mpKernel N`, `mpEntropy N` and `totalEntropy N D μ σ` are $A_n$, $\delta_N$, $S_N$ and $S_{\rm tot}$; `Set.Iic x` is the half-line $(-\infty,x]$.

- `integral_zero_and_negative`: for $N\ge1$ and $c\ne0$, the function $c\,G_{2N}$ is integrable, has integral zero and is strictly negative at some real $x$.
- `mpEntropy_eq`: the entropy defined by the integral equals $\tfrac12A_NG_{2N}(x)$, for every $N$.
- `exists_mpEntropy_neg_iff`: $S_N$ takes a negative value if and only if $N\ge1$.
- `totalEntropy_polynomial` and `totalEntropy_constant`: for $\sigma>0$, the total vanishes for a polynomial $D$ of degree below $2N$, and for a constant $D$ when $N\ge1$.

The last two also state integrability. Lean assigns the value zero to the integral of a non-integrable function, so this part shows that the vanishing total is a real cancellation.

The model has independent levels and a density of states that extends over the whole energy axis, without band edges. The Fermi level is a given number and is not determined from an electron count. Sums over a finite set of levels or k-points are not treated.

```lean
import Mathlib

open MeasureTheory Polynomial Filter Topology

namespace MethfesselPaxtonEntropy

noncomputable section

/-- The `m`-th derivative of the Gaussian `exp (-x ^ 2)`. -/
def gaussDeriv (m : ℕ) : ℝ → ℝ := iteratedDeriv m (fun x : ℝ => Real.exp (-x ^ 2))

/-- The Methfessel-Paxton expansion coefficient `(-1)^n / (n! 4^n √π)`. -/
def mpCoeff (n : ℕ) : ℝ := (-1) ^ n / (n.factorial * 4 ^ n * √Real.pi)

/-- The Methfessel-Paxton smearing kernel of order `N`, which replaces the delta function. -/
def mpKernel (N : ℕ) (x : ℝ) : ℝ :=
  ∑ n ∈ Finset.range (N + 1), mpCoeff n * gaussDeriv (2 * n) x

/-- The smearing entropy of a level at reduced energy `x`: the integral of `-t` times the
smearing kernel from `-∞` to `x`. -/
def mpEntropy (N : ℕ) (x : ℝ) : ℝ := ∫ t in Set.Iic x, -t * mpKernel N t

/-- The total smearing entropy for density of states `D`, Fermi level `μ` and smearing
width `σ ≠ 0`. -/
def totalEntropy (N : ℕ) (D : ℝ → ℝ) (μ σ : ℝ) : ℝ :=
  ∫ ε, D ε * mpEntropy N ((μ - ε) / σ)

/-- Each Gaussian derivative is differentiable, and its derivative is the next one. -/
theorem hasDerivAt_gaussDeriv (m : ℕ) (x : ℝ) :
    HasDerivAt (gaussDeriv m) (gaussDeriv (m + 1) x) x := by
  have h : ContDiff ℝ ((m + 1 : ℕ) : WithTop ℕ∞) (fun x : ℝ => Real.exp (-x ^ 2)) := by
    fun_prop
  have hd : DifferentiableAt ℝ (gaussDeriv m) x :=
    h.differentiable_iteratedDeriv m (by exact_mod_cast m.lt_succ_self) x
  have e : gaussDeriv (m + 1) x = deriv (gaussDeriv m) x := by
    simp only [gaussDeriv, iteratedDeriv_succ]
  rw [e]
  exact hd.hasDerivAt

/-- The Hermite recurrence for the Gaussian derivatives, with its first step. -/
theorem gaussDeriv_recurrence :
    (∀ x, gaussDeriv 1 x = -2 * x * gaussDeriv 0 x) ∧
    ∀ (m : ℕ) (x : ℝ), gaussDeriv (m + 2) x =
      -2 * x * gaussDeriv (m + 1) x - 2 * ((m : ℝ) + 1) * gaussDeriv m x := by
  have h1 : ∀ x, gaussDeriv 1 x = -2 * x * gaussDeriv 0 x := by
    intro x
    have e : gaussDeriv 0 = fun y : ℝ => Real.exp (-y ^ 2) := by
      funext y
      simp [gaussDeriv]
    have h := hasDerivAt_gaussDeriv 0 x
    rw [e] at h
    have h' := ((hasDerivAt_pow 2 x).fun_neg).exp
    have hu := h.unique h'
    rw [e]
    refine hu.trans ?_
    norm_num
    ring
  refine ⟨h1, fun m => ?_⟩
  induction m with
  | zero =>
    intro x
    have h := hasDerivAt_gaussDeriv 1 x
    rw [show gaussDeriv 1 = fun y => -2 * y * gaussDeriv 0 y from funext h1] at h
    have h' := ((hasDerivAt_id' x).const_mul (-2)).fun_mul (hasDerivAt_gaussDeriv 0 x)
    refine (h.unique h').trans ?_
    simp only [zero_add, Nat.cast_zero]
    ring
  | succ m ih =>
    intro x
    -- differentiate the recurrence of the previous order
    have h := hasDerivAt_gaussDeriv (m + 2) x
    rw [show gaussDeriv (m + 2) = fun y => -2 * y * gaussDeriv (m + 1) y
      - 2 * ((m : ℝ) + 1) * gaussDeriv m y from funext ih] at h
    have hD : HasDerivAt (gaussDeriv (m + 1)) (gaussDeriv (m + 2) x) x :=
      hasDerivAt_gaussDeriv (m + 1) x
    have h' := (((hasDerivAt_id' x).const_mul (-2)).fun_mul hD).fun_sub
      ((hasDerivAt_gaussDeriv m x).const_mul (2 * ((m : ℝ) + 1)))
    refine (h.unique h').trans ?_
    change _ = -2 * x * gaussDeriv (m + 2) x
      - 2 * (((m + 1 : ℕ) : ℝ) + 1) * gaussDeriv (m + 1) x
    push_cast
    ring

/-- A polynomial times any Gaussian derivative is integrable over the real line. -/
theorem integrable_poly_mul (P : ℝ[X]) (m : ℕ) :
    Integrable (fun x => P.eval x * gaussDeriv m x) := by
  have h0 : ∀ Q : ℝ[X], Integrable (fun x => Q.eval x * gaussDeriv 0 x) := by
    intro Q
    induction Q using Polynomial.induction_on' with
    | add p q hp hq =>
      refine (hp.add hq).congr (.of_forall fun x => ?_)
      simp only [Pi.add_apply, eval_add]
      ring
    | monomial n a =>
      have hn : (-1 : ℝ) < (n : ℝ) := by
        have : (0 : ℝ) ≤ n := n.cast_nonneg
        linarith
      refine ((integrable_rpow_mul_exp_neg_mul_sq one_pos hn).const_mul a).congr
        (.of_forall fun x => ?_)
      simp only [gaussDeriv, iteratedDeriv_zero, eval_monomial, Real.rpow_natCast, neg_mul,
        one_mul]
      ring
  induction m using Nat.twoStepInduction generalizing P with
  | zero => exact h0 P
  | one =>
    refine (h0 (C (-2) * X * P)).congr (.of_forall fun x => ?_)
    simp only [eval_mul, eval_C, eval_X, gaussDeriv_recurrence.1 x]
    ring
  | more m ih0 ih1 =>
    refine ((ih1 (C (-2) * X * P)).sub (ih0 (C (2 * ((m : ℝ) + 1)) * P))).congr
      (.of_forall fun x => ?_)
    simp only [Pi.sub_apply, eval_mul, eval_C, eval_X, gaussDeriv_recurrence.2 m x]
    ring

/-- The `m`-th Gaussian derivative is orthogonal to every polynomial of degree below `m`. -/
theorem integral_poly_mul_eq_zero (m : ℕ) (P : ℝ[X]) (hP : P.natDegree < m) :
    ∫ x, P.eval x * gaussDeriv m x = 0 := by
  induction m generalizing P with
  | zero => exact absurd hP (Nat.not_lt_zero _)
  | succ m ih =>
    -- integrate by parts: the boundary terms vanish
    have hI1 := integrable_poly_mul (derivative P) m
    have hI2 := integrable_poly_mul P (m + 1)
    have h0 := integral_eq_zero_of_hasDerivAt_of_integrable
      (fun x => (P.hasDerivAt x).fun_mul (hasDerivAt_gaussDeriv m x))
      (hI1.add hI2) (integrable_poly_mul P m)
    rw [integral_add hI1 hI2] at h0
    have h1 : ∫ x, (derivative P).eval x * gaussDeriv m x = 0 := by
      by_cases h : P.natDegree = 0
      · rw [derivative_of_natDegree_zero h]
        simp
      · exact ih _ (by have := natDegree_derivative_lt h; omega)
    linarith

/-- For `N ≥ 1` and `c ≠ 0`, the function `c` times the `2N`-th derivative of `exp (-x ^ 2)`
is integrable with integral zero, and it is strictly negative somewhere. -/
theorem integral_zero_and_negative (N : ℕ) (hN : 1 ≤ N) (c : ℝ) (hc : c ≠ 0) :
    Integrable (fun x => c * gaussDeriv (2 * N) x) ∧
    ∫ x, c * gaussDeriv (2 * N) x = 0 ∧ ∃ x, c * gaussDeriv (2 * N) x < 0 := by
  have hI : Integrable (fun x => c * gaussDeriv (2 * N) x) := by
    simpa only [eval_C] using integrable_poly_mul (C c) (2 * N)
  have h0 : ∫ x, c * gaussDeriv (2 * N) x = 0 := by
    simpa only [eval_C] using
      integral_poly_mul_eq_zero (2 * N) (C c) (by rw [natDegree_C]; omega)
  refine ⟨hI, h0, ?_⟩
  -- even derivatives do not vanish at the origin
  have hz : ∀ k : ℕ, gaussDeriv (2 * k) 0 ≠ 0 := by
    intro k
    induction k with
    | zero => simp [gaussDeriv]
    | succ k ih =>
      change gaussDeriv (2 * k + 2) 0 ≠ 0
      rw [gaussDeriv_recurrence.2, mul_zero, zero_mul, zero_sub]
      exact neg_ne_zero.mpr (mul_ne_zero (by positivity) ih)
  by_contra! hneg
  have hcont : Continuous (fun x => c * gaussDeriv (2 * N) x) :=
    continuous_iff_continuousAt.2 fun x =>
      ((hasDerivAt_gaussDeriv (2 * N) x).const_mul c).continuousAt
  have hpos := integral_pos_of_integrable_nonneg_nonzero hcont hI hneg
    (mul_ne_zero hc (hz N))
  exact hpos.ne' h0

/-- The kernel sum telescopes: `-x` times the order-`N` kernel is a single Gaussian
derivative of order `2N + 1`. -/
theorem neg_mul_mpKernel (N : ℕ) (x : ℝ) :
    -x * mpKernel N x = mpCoeff N / 2 * gaussDeriv (2 * N + 1) x := by
  induction N with
  | zero =>
    have h1 : gaussDeriv (2 * 0 + 1) x = -2 * x * gaussDeriv (2 * 0) x :=
      gaussDeriv_recurrence.1 x
    rw [mpKernel, Finset.sum_range_succ, Finset.sum_range_zero, h1]
    ring
  | succ N ih =>
    have hs : mpKernel (N + 1) x
        = mpKernel N x + mpCoeff (N + 1) * gaussDeriv (2 * (N + 1)) x :=
      Finset.sum_range_succ _ _
    have hr : gaussDeriv (2 * (N + 1) + 1) x = -2 * x * gaussDeriv (2 * (N + 1)) x
        - 2 * ((2 * (N : ℝ) + 1) + 1) * gaussDeriv (2 * N + 1) x := by
      have h := gaussDeriv_recurrence.2 (2 * N + 1) x
      rw [show ((2 * N + 1 : ℕ) : ℝ) = 2 * (N : ℝ) + 1 by norm_num] at h
      exact h
    have hc : mpCoeff N = -4 * ((N : ℝ) + 1) * mpCoeff (N + 1) := by
      have hpi : √Real.pi ≠ 0 := (Real.sqrt_pos.2 Real.pi_pos).ne'
      simp only [mpCoeff, Nat.factorial_succ, pow_succ]
      push_cast
      field_simp
    rw [hs, hr]
    linear_combination ih + gaussDeriv (2 * N + 1) x / 2 * hc

/-- The order-`N` smearing entropy is half the last expansion coefficient times the `2N`-th
derivative of the Gaussian. -/
theorem mpEntropy_eq (N : ℕ) (x : ℝ) :
    mpEntropy N x = mpCoeff N / 2 * gaussDeriv (2 * N) x := by
  have hI : ∀ m, Integrable (fun y => mpCoeff N / 2 * gaussDeriv m y) := fun m => by
    simpa only [eval_C] using integrable_poly_mul (C (mpCoeff N / 2)) m
  have hd := fun y => (hasDerivAt_gaussDeriv (2 * N) y).const_mul (mpCoeff N / 2)
  have h0 := tendsto_zero_of_hasDerivAt_of_integrableOn_Iic (a := x) (fun y _ => hd y)
    (hI (2 * N + 1)).integrableOn (hI (2 * N)).integrableOn
  simp only [mpEntropy, neg_mul_mpKernel]
  exact (integral_Iic_of_hasDerivAt_of_tendsto' (fun y _ => hd y)
    (hI (2 * N + 1)).integrableOn h0).trans (sub_zero _)

/-- The Methfessel-Paxton entropy takes a negative value exactly when the order is at
least one. -/
theorem exists_mpEntropy_neg_iff (N : ℕ) : (∃ x, mpEntropy N x < 0) ↔ 1 ≤ N := by
  have hpi : 0 < √Real.pi := Real.sqrt_pos.2 Real.pi_pos
  constructor
  · rintro ⟨x, hx⟩
    by_contra hN
    obtain rfl : N = 0 := by omega
    have hp : 0 < mpEntropy 0 x := by
      rw [mpEntropy_eq]
      simp only [mpCoeff, gaussDeriv, mul_zero, iteratedDeriv_zero, pow_zero]
      positivity
    linarith
  · intro hN
    have hc : mpCoeff N / 2 ≠ 0 := by
      refine div_ne_zero (div_ne_zero (pow_ne_zero _ (by norm_num)) ?_) two_ne_zero
      positivity
    obtain ⟨x, hx⟩ := (integral_zero_and_negative N hN _ hc).2.2
    exact ⟨x, by rwa [mpEntropy_eq]⟩

/-- For a density of states polynomial in the energy, of degree below `2N`, and a positive
smearing width, the entropy density is integrable and the total entropy vanishes. -/
theorem totalEntropy_polynomial (N : ℕ) (D : ℝ[X]) (hD : D.natDegree < 2 * N)
    (μ σ : ℝ) (hσ : 0 < σ) :
    Integrable (fun ε => D.eval ε * mpEntropy N ((μ - ε) / σ)) ∧
    totalEntropy N (fun ε => D.eval ε) μ σ = 0 := by
  -- the density of states in the reduced energy is a polynomial of no higher degree
  have hQ : (D.comp (C μ - C σ * X)).natDegree < 2 * N := by
    have h1 : (C μ - C σ * X : ℝ[X]).natDegree ≤ 1 := by compute_degree
    rw [natDegree_comp]
    have h2 := Nat.mul_le_mul_left D.natDegree h1
    omega
  let F : ℝ → ℝ := fun x =>
    mpCoeff N / 2 * ((D.comp (C μ - C σ * X)).eval x * gaussDeriv (2 * N) x)
  have hF : Integrable F := (integrable_poly_mul _ (2 * N)).const_mul _
  have hF0 : ∫ x, F x = 0 := by
    simp only [F]
    rw [integral_const_mul, integral_poly_mul_eq_zero _ _ hQ, mul_zero]
  have hE : (fun ε => D.eval ε * mpEntropy N ((μ - ε) / σ))
      = fun ε => F ((μ - ε) / σ) := by
    funext ε
    have h : σ * ((μ - ε) / σ) = μ - ε := by field_simp
    simp only [F, eval_comp, eval_sub, eval_mul, eval_C, eval_X, h, sub_sub_cancel,
      mpEntropy_eq]
    ring
  rw [totalEntropy, hE]
  refine ⟨(hF.comp_div hσ.ne').comp_sub_left μ, ?_⟩
  refine (integral_sub_left_eq_self (fun y => F (y / σ)) volume μ).trans ?_
  rw [Measure.integral_comp_div, hF0, smul_zero]

/-- For a constant density of states, order `N ≥ 1` and positive smearing width, the entropy
density is integrable and the total entropy vanishes. -/
theorem totalEntropy_constant (N : ℕ) (hN : 1 ≤ N) (D₀ μ σ : ℝ) (hσ : 0 < σ) :
    Integrable (fun ε => D₀ * mpEntropy N ((μ - ε) / σ)) ∧
    totalEntropy N (fun _ => D₀) μ σ = 0 := by
  simpa only [eval_C] using
    totalEntropy_polynomial N (C D₀) (by rw [natDegree_C]; omega) μ σ hσ

end

end MethfesselPaxtonEntropy
```

```lean
#print axioms MethfesselPaxtonEntropy.exists_mpEntropy_neg_iff
#print axioms MethfesselPaxtonEntropy.totalEntropy_constant
```

```
'MethfesselPaxtonEntropy.exists_mpEntropy_neg_iff' depends on axioms: [propext, Classical.choice, Quot.sound]
'MethfesselPaxtonEntropy.totalEntropy_constant' depends on axioms: [propext, Classical.choice, Quot.sound]
```

### How the Lean proof runs

`hasDerivAt_gaussDeriv` says that the derivative of $G_m$ is $G_{m+1}$. `gaussDeriv_recurrence` then works by induction: it differentiates the recurrence of one order and uses uniqueness of the derivative to read off the next.

`integrable_poly_mul` starts from Mathlib's integrability of powers times a Gaussian, extends it to polynomials, and climbs in $m$ by a two-step induction that matches the two-term recurrence. `integral_poly_mul_eq_zero` is the integration by parts. The product $P\,G_m$ and its derivative are both integrable, so the derivative integrates to zero over the line. The induction hypothesis removes the term with $P'$, and a constant $P$ is handled separately because there $P'=0$.

In `integral_zero_and_negative`, the inner statement `hz` is the nonvanishing at the origin. After `by_contra!`, the function is assumed nonnegative everywhere, and the positivity of its integral contradicts `h0`.

`neg_mul_mpKernel` is the telescoping sum. Its ingredients `hs`, `hr` and `hc` are the split-off last term, the recurrence and the relation between $A_N$ and $A_{N+1}$, and `linear_combination` joins them to the induction hypothesis. `mpEntropy_eq` applies the fundamental theorem of calculus on the half-line. `totalEntropy_polynomial` forms $D(\mu-\sigma x)$ as a composed polynomial, bounds its degree and changes variables; the constant case is a specialisation.

### The entropy term in an electronic-structure run

After diagonalisation, a plane-wave code with this smearing evaluates $S_N((\mu-\varepsilon)/\sigma)$ for each band and k-point, sums with the k-point and spin weights, and adds $-\sigma$ times the sum to the energy. For $N\ge1$ this contribution can have either sign, so a positive "$-TS$" in the output is not in itself a fault. A small value can also come from cancellation between levels, so it does not replace a convergence test in $\sigma$ and the k-point mesh.

For independent levels with a constant density of states $D_0$, a direct Gaussian integral gives an energy term of $-D_0\sigma^2/2$ at $N=0$, whereas the term is zero for every $N\ge1$. In a metal whose density of states varies slowly within a few $\sigma$ of the Fermi level, one therefore expects the term to be small for $N\ge1$, provided that the k-point mesh is dense enough for the sum over levels to reproduce the integral over that density of states.
